# Twist-averaging the mean of a finite Fourier series over an $N$-point grid: exact mean, and variance $\sum_{j\neq 0}|c_{jN}|^2$

## Does shifting the k-point grid at random remove its error on average?

A ring of $N$ unit cells with a twisted boundary condition samples the Brillouin zone at $N$ equally spaced points, and the twist slides the whole set along the zone. A band energy computed from those points can therefore change with the twist, although the infinite crystal has only one value.

For non-interacting electrons in one dimension I expect the following. Let the quantity to be integrated be a finite Fourier sum $g(x)=\sum_m c_m e^{2\pi i m x}$, and let $A(s)$ be the average of $g((r+s)/N)$ over $r=0,\dots,N-1$. For a uniform twist $s\in[0,1]$, the mean of $A$ should be exactly $c_0$, and the mean of $|A(s)-c_0|^2$ should be $\sum_{j\ne0}|c_{jN}|^2$. I would like to see this derived carefully and also stated and proved in Lean, so that the factors and the index set are checked by machine.

## The mean is exact, and only harmonics divisible by $N$ contribute to the spread

Yes, both formulas hold for every $N\ge1$. Here $x$ is the crystal momentum in units of the reciprocal lattice vector, so the zone has length one and $c_0$ is the zone integral of $g$.

**One wave over a period.** For $m=0$ the integral of $e^{2\pi i m s}$ over $[0,1]$ is 1. For an integer $m\neq0$,
$$\int_0^1 e^{2\pi i m s}\,ds=\frac{e^{2\pi i m}-1}{2\pi i m}=0 .$$

**One wave on the grid.** With $q=e^{2\pi i m/N}$,
$$\frac1N\sum_{r=0}^{N-1}e^{2\pi i m(r+s)/N}=e^{2\pi i m s/N}\,\frac1N\sum_{r=0}^{N-1}q^r .$$
If $N$ divides $m$, then $q=1$ and the result is $e^{2\pi i m s/N}$. Otherwise $q\ne1$ but $q^N=1$, so the geometric sum $(q^N-1)/(q-1)$ vanishes.

**The grid error.** Only the indices $m=jN$ survive, and for them $e^{2\pi i m s/N}=e^{2\pi i j s}$. Hence
$$A(s)-c_0=\sum_{j\neq0}c_{jN}\,e^{2\pi i j s}.$$

**Mean and mean square.** Every term on the right has $j\ne0$ and integrates to zero, so the mean of $A$ is $c_0$. For the square,
$$\int_0^1|A(s)-c_0|^2ds=\sum_{j,k\ne0}c_{jN}\overline{c_{kN}}\int_0^1e^{2\pi i(j-k)s}ds=\sum_{j\neq0}|c_{jN}|^2 .$$

**A bound in powers of $1/N$.** Let $p$ be a natural number. Since $j^{2p}\ge1$ for $j\neq0$,
$$N^{2p}\sum_{j\ne0}|c_{jN}|^2\le\sum_{j\neq0}(jN)^{2p}|c_{jN}|^2\le\sum_m m^{2p}|c_m|^2 ,$$
where the last step adds non-negative terms. Dividing by $N^{2p}$ bounds the variance. If the only harmonic is $c_N=a$, both sides of the resulting bound equal $|a|^2$. For $a\ne0$ such a $g$ is not real; for the real function with $c_N=a$, $c_{-N}=\overline a$ and no other harmonic, both sides equal $2|a|^2$.

As an example, a chain with real nearest-neighbour hopping amplitude $t$ has the band $g(x)=-2t\cos2\pi x$, which has $c_{\pm1}=-t$. For $N=1$ the variance is $2t^2$, and for $N\ge2$ the grid average is exact at every twist.

A point that goes wrong easily in the derivation is the orthogonality step. For $N\ge2$ the functions $e^{2\pi i m s/N}$ with $m$ running over all integers are orthogonal over $s\in[0,N]$, but not over $[0,1]$. In the derivation above, the sum over $r$ first discards the indices that $N$ does not divide, and the remaining waves $e^{2\pi i j s}$ are orthogonal over $[0,1]$.

## The Lean file

```lean
import Mathlib

open Finset

namespace TwistAveraging

noncomputable section

/-- The plane wave `exp(2πi m x)` on the unit-period Brillouin zone. -/
def wave (m : ℤ) (x : ℝ) : ℂ := Complex.exp (2 * Real.pi * Complex.I * m * x)

/-- The Brillouin-zone integrand with finitely many Fourier coefficients `c m`. -/
def integrand (c : ℤ →₀ ℂ) (x : ℝ) : ℂ := ∑ m ∈ c.support, c m * wave m x

/-- The average of the integrand over the `N`-point grid shifted by the twist `s`. -/
def gridAverage (c : ℤ →₀ ℂ) (N : ℕ) (s : ℝ) : ℂ :=
  (1 / (N : ℂ)) * ∑ r ∈ range N, integrand c (((r : ℝ) + s) / N)

/-- The finite set of integers `j` for which the coefficient `c (j N)` is nonzero. -/
def resonant (c : ℤ →₀ ℂ) (N : ℕ) (hN : 0 < N) : Finset ℤ :=
  c.support.preimage (fun j : ℤ => j * (N : ℤ))
    (mul_left_injective₀ (by exact_mod_cast hN.ne' : (N : ℤ) ≠ 0)).injOn

/-- A plane wave integrates over one period to one if its index is zero, and to zero otherwise. -/
theorem integral_wave (m : ℤ) :
    ∫ s in (0 : ℝ)..1, wave m s = if m = 0 then 1 else 0 := by
  split_ifs with h
  · simp [wave, h]
  · have hc : 2 * (Real.pi : ℂ) * Complex.I * m ≠ 0 := by
      have hm : (m : ℂ) ≠ 0 := by exact_mod_cast h
      exact mul_ne_zero Complex.two_pi_I_ne_zero hm
    have he : Complex.exp (2 * (Real.pi : ℂ) * Complex.I * m) = 1 := by
      rw [mul_comm]
      exact Complex.exp_int_mul_two_pi_mul_I m
    unfold wave
    rw [integral_exp_mul_complex hc]
    simp [he]

/-- The mean square of a finite Fourier sum over one period is the sum of the squared moduli of
its coefficients. -/
theorem integral_norm_sq (T : Finset ℤ) (a : ℤ → ℂ) :
    ∫ s in (0 : ℝ)..1, ‖∑ j ∈ T, a j * wave j s‖ ^ 2 = ∑ j ∈ T, ‖a j‖ ^ 2 := by
  have hw : ∀ (j k : ℤ) (s : ℝ), wave (j - k) s = wave j s * starRingEnd ℂ (wave k s) := by
    intro j k s
    unfold wave
    rw [← Complex.exp_conj, ← Complex.exp_add]
    congr 1
    simp only [map_mul, Complex.conj_ofReal, Complex.conj_I, map_ofNat, map_intCast,
      Int.cast_sub]
    ring
  -- expand the square into a double sum of plane waves
  have hp : ∀ s : ℝ, ((‖∑ j ∈ T, a j * wave j s‖ ^ 2 : ℝ) : ℂ)
      = ∑ j ∈ T, ∑ k ∈ T, a j * starRingEnd ℂ (a k) * wave (j - k) s := by
    intro s
    rw [Complex.ofReal_pow, ← Complex.mul_conj', map_sum, Finset.sum_mul_sum]
    refine sum_congr rfl fun j _ => sum_congr rfl fun k _ => ?_
    rw [map_mul, hw]
    ring
  apply Complex.ofReal_injective
  rw [← intervalIntegral.integral_ofReal]
  simp only [hp]
  rw [intervalIntegral.integral_finsetSum]
  swap
  · intro j _
    exact Continuous.intervalIntegrable (by unfold wave; fun_prop) _ _
  rw [Complex.ofReal_sum]
  refine sum_congr rfl fun j hj => ?_
  rw [intervalIntegral.integral_finsetSum]
  swap
  · intro k _
    exact Continuous.intervalIntegrable (by unfold wave; fun_prop) _ _
  -- only the diagonal terms survive the integration
  simp only [intervalIntegral.integral_const_mul, integral_wave]
  rw [Finset.sum_eq_single j]
  · rw [if_pos (sub_self j), mul_one, Complex.mul_conj', Complex.ofReal_pow]
  · intro k _ hk
    rw [if_neg (sub_ne_zero.mpr (Ne.symm hk)), mul_zero]
  · intro h
    exact absurd hj h

/-- On the twisted `N`-point grid a plane wave averages to zero unless `N` divides its index. -/
theorem grid_wave {N : ℕ} (hN : 0 < N) (m : ℤ) (s : ℝ) :
    (1 / (N : ℂ)) * ∑ r ∈ range N, wave m (((r : ℝ) + s) / N)
      = if (N : ℤ) ∣ m then wave m (s / N) else 0 := by
  have hN' : (N : ℂ) ≠ 0 := by exact_mod_cast hN.ne'
  have hr : ∀ r : ℕ, wave m (((r : ℝ) + s) / N) = wave m (s / N) * wave m (1 / N) ^ r := by
    intro r
    unfold wave
    rw [← Complex.exp_nat_mul, ← Complex.exp_add]
    congr 1
    push_cast
    ring
  simp only [hr]
  rw [← Finset.mul_sum]
  split_ifs with h
  · obtain ⟨k, rfl⟩ := h
    have h1 : wave ((N : ℤ) * k) (1 / N) = 1 := by
      unfold wave
      rw [← Complex.exp_int_mul_two_pi_mul_I k]
      congr 1
      push_cast
      field_simp
    rw [h1]
    simp only [one_pow, sum_const, card_range, nsmul_eq_mul, mul_one]
    field_simp
  · have h1 : wave m (1 / N) ≠ 1 := by
      intro h1
      unfold wave at h1
      obtain ⟨n, hn⟩ := Complex.exp_eq_one_iff.mp h1
      apply h
      refine ⟨n, ?_⟩
      have h2 : (m : ℂ) = N * n := by
        apply mul_left_cancel₀ Complex.two_pi_I_ne_zero
        push_cast at hn
        calc 2 * (Real.pi : ℂ) * Complex.I * m
            = N * (2 * Real.pi * Complex.I * m * (1 / N)) := by field_simp
          _ = 2 * Real.pi * Complex.I * (N * n) := by rw [hn]; ring
      exact_mod_cast h2
    have h2 : wave m (1 / N) ^ N = 1 := by
      unfold wave
      rw [← Complex.exp_nat_mul, ← Complex.exp_int_mul_two_pi_mul_I m]
      congr 1
      push_cast
      field_simp
    rw [geom_sum_eq h1, h2]
    simp

/-- The grid error at twist `s` is a Fourier sum in `s` with the coefficients `c (j N)`,
`j ≠ 0`. -/
theorem grid_error (c : ℤ →₀ ℂ) {N : ℕ} (hN : 0 < N) (s : ℝ) :
    gridAverage c N s - c 0
      = ∑ j ∈ (resonant c N hN).erase 0, c (j * N) * wave j s := by
  have hN' : (N : ℂ) ≠ 0 := by exact_mod_cast hN.ne'
  have h1 : gridAverage c N s
      = ∑ m ∈ c.support, c m * (if (N : ℤ) ∣ m then wave m (s / N) else 0) := by
    unfold gridAverage integrand
    rw [Finset.sum_comm, Finset.mul_sum]
    refine sum_congr rfl fun m _ => ?_
    rw [← grid_wave hN m s, ← Finset.mul_sum]
    ring
  -- relabel the surviving indices as m = j N
  have h2 : gridAverage c N s = ∑ j ∈ resonant c N hN, c (j * N) * wave j s := by
    have h := Finset.sum_preimage (fun j : ℤ => j * (N : ℤ)) c.support
      (mul_left_injective₀ (by exact_mod_cast hN.ne' : (N : ℤ) ≠ 0)).injOn
      (fun m => c m * (if (N : ℤ) ∣ m then wave m (s / N) else 0))
      (by
        intro x _ hx
        have hd : ¬ (N : ℤ) ∣ x := fun ⟨k, hk⟩ => hx ⟨k, by simp only [hk, mul_comm]⟩
        simp only [if_neg hd, mul_zero])
    rw [h1, ← h]
    refine sum_congr rfl fun j _ => ?_
    rw [if_pos (dvd_mul_left _ _)]
    congr 1
    unfold wave
    congr 1
    push_cast
    field_simp
  rw [h2]
  by_cases h0 : (0 : ℤ) ∈ resonant c N hN
  · rw [← Finset.add_sum_erase _ _ h0]
    simp [wave]
  · have hc : c 0 = 0 := by simpa [resonant] using h0
    rw [Finset.erase_eq_of_notMem h0, hc, sub_zero]

/-- Twist averaging: over a uniform twist the grid average has mean `c 0`, and its mean square
deviation from `c 0` is the sum of `|c (j N)|²` over nonzero `j`. -/
theorem twist_mean_and_variance (c : ℤ →₀ ℂ) {N : ℕ} (hN : 0 < N) :
    (∫ s in (0 : ℝ)..1, gridAverage c N s = c 0) ∧
    ∫ s in (0 : ℝ)..1, ‖gridAverage c N s - c 0‖ ^ 2
      = ∑' j : ℤ, if j = 0 then 0 else ‖c (j * N)‖ ^ 2 := by
  constructor
  · have hA : ∀ s, gridAverage c N s
        = c 0 + ∑ j ∈ (resonant c N hN).erase 0, c (j * N) * wave j s := fun s => by
      rw [← grid_error c hN s]
      ring
    simp only [hA]
    rw [intervalIntegral.integral_add
      (Continuous.intervalIntegrable (by fun_prop) _ _)
      (Continuous.intervalIntegrable (by unfold wave; fun_prop) _ _),
      intervalIntegral.integral_finsetSum]
    swap
    · intro j _
      exact Continuous.intervalIntegrable (by unfold wave; fun_prop) _ _
    rw [Finset.sum_eq_zero]
    · simp
    · intro j hj
      rw [intervalIntegral.integral_const_mul, integral_wave,
        if_neg (Finset.ne_of_mem_erase hj), mul_zero]
  · simp only [grid_error c hN]
    rw [integral_norm_sq, tsum_eq_sum (s := (resonant c N hN).erase 0)]
    · exact sum_congr rfl fun j hj => (if_neg (Finset.ne_of_mem_erase hj)).symm
    · intro j hj
      by_cases h : j = 0
      · exact if_pos h
      · have hc : c (j * N) = 0 := by
          by_contra hne
          exact hj (Finset.mem_erase.mpr ⟨h, by simpa [resonant] using hne⟩)
        simp [hc]

/-- The twist variance is at most `N^(-2p)` times the sum of `m^(2p) |c m|²`, for every
natural number `p`. -/
theorem twist_variance_le (c : ℤ →₀ ℂ) {N : ℕ} (hN : 0 < N) (p : ℕ) :
    ∫ s in (0 : ℝ)..1, ‖gridAverage c N s - c 0‖ ^ 2
      ≤ (∑ m ∈ c.support, (m : ℝ) ^ (2 * p) * ‖c m‖ ^ 2) / (N : ℝ) ^ (2 * p) := by
  have hNr : (0 : ℝ) < N := by exact_mod_cast hN
  have hinj := mul_left_injective₀ (by exact_mod_cast hN.ne' : (N : ℤ) ≠ 0)
  simp only [grid_error c hN]
  rw [integral_norm_sq, le_div_iff₀ (pow_pos hNr _), Finset.sum_mul]
  calc ∑ j ∈ (resonant c N hN).erase 0, ‖c (j * N)‖ ^ 2 * (N : ℝ) ^ (2 * p)
      ≤ ∑ j ∈ (resonant c N hN).erase 0,
          ((j * N : ℤ) : ℝ) ^ (2 * p) * ‖c (j * N)‖ ^ 2 := by
        refine sum_le_sum fun j hj => ?_
        have hj0 : j ≠ 0 := Finset.ne_of_mem_erase hj
        have h0 : 0 < j ^ 2 := by positivity
        have h1 : (1 : ℤ) ≤ j ^ 2 := by linarith
        have h2 : (1 : ℝ) ≤ (j : ℝ) ^ 2 := by exact_mod_cast h1
        -- a nonzero integer has modulus at least one
        have h3 : (1 : ℝ) ≤ (j : ℝ) ^ (2 * p) := by
          rw [pow_mul]
          exact one_le_pow₀ h2
        have h4 : 0 ≤ ‖c (j * N)‖ ^ 2 * (N : ℝ) ^ (2 * p) := by positivity
        push_cast
        rw [mul_pow]
        nlinarith [mul_le_mul_of_nonneg_right h3 h4]
    _ = ∑ m ∈ ((resonant c N hN).erase 0).image (fun j : ℤ => j * (N : ℤ)),
          (m : ℝ) ^ (2 * p) * ‖c m‖ ^ 2 := by
        rw [Finset.sum_image hinj.injOn]
    _ ≤ ∑ m ∈ c.support, (m : ℝ) ^ (2 * p) * ‖c m‖ ^ 2 := by
        refine Finset.sum_le_sum_of_subset_of_nonneg ?_ ?_
        · intro m hm
          obtain ⟨j, hj, rfl⟩ := Finset.mem_image.mp hm
          have hj' : j ∈ resonant c N hN := Finset.mem_of_mem_erase hj
          simpa [resonant] using hj'
        · intro m _ _
          rw [pow_mul]
          positivity

/-- For an integrand consisting of the single harmonic of index `N`, the bound on the twist
variance is an equality for every `p`. -/
theorem twist_variance_sharp {N : ℕ} (hN : 0 < N) (a : ℂ) (p : ℕ) (c : ℤ →₀ ℂ)
    (hc : c = Finsupp.single (N : ℤ) a) :
    ∫ s in (0 : ℝ)..1, ‖gridAverage c N s - c 0‖ ^ 2
      = (∑ m ∈ c.support, (m : ℝ) ^ (2 * p) * ‖c m‖ ^ 2) / (N : ℝ) ^ (2 * p) := by
  have hNr : (N : ℝ) ≠ 0 := by exact_mod_cast hN.ne'
  have hNz : (N : ℤ) ≠ 0 := by exact_mod_cast hN.ne'
  have hcN : c (N : ℤ) = a := by rw [hc, Finsupp.single_eq_same]
  have hsub : c.support ⊆ {(N : ℤ)} := by
    rw [hc]
    exact Finsupp.support_single_subset
  have hz : ∀ m : ℤ, m ≠ N → c m = 0 := by
    intro m hm
    by_contra h
    exact hm (Finset.mem_singleton.mp (hsub (Finsupp.mem_support_iff.mpr h)))
  rw [(twist_mean_and_variance c hN).2, tsum_eq_single 1]
  · rw [Finset.sum_subset hsub (fun m _ hm => by
      rw [Finsupp.notMem_support_iff.mp hm]; simp), Finset.sum_singleton,
      if_neg one_ne_zero, one_mul, hcN, Int.cast_natCast,
      mul_div_cancel_left₀ _ (pow_ne_zero _ hNr)]
  · intro j hj
    have h : c (j * N) = 0 := hz _ fun h => hj (mul_right_cancel₀ hNz (by rw [h, one_mul]))
    simp [h]

end

end TwistAveraging
```

```lean
#print axioms TwistAveraging.twist_mean_and_variance
#print axioms TwistAveraging.twist_variance_le
#print axioms TwistAveraging.twist_variance_sharp
```

```
'TwistAveraging.twist_mean_and_variance' depends on axioms: [propext, Classical.choice, Quot.sound]
'TwistAveraging.twist_variance_le' depends on axioms: [propext, Classical.choice, Quot.sound]
'TwistAveraging.twist_variance_sharp' depends on axioms: [propext, Classical.choice, Quot.sound]
```

## What the theorems say about the crystal

The integrand is given by its coefficients `c : ℤ →₀ ℂ`, a function on the integers with finitely many nonzero values. `wave m x` is $e^{2\pi i m x}$, and `integrand c x` is $g(x)$. `gridAverage c N s` is $A(s)$, with the factor $1/N$ included and `r` running over `range N`, that is, from $0$ to $N-1$. The twist `s` stands for the phase $e^{2\pi i s}$ that a wave function gains once around the ring. It moves the grid by a fraction of its own spacing, so one unit of `s` maps the grid onto itself up to a period of $g$. The hypothesis `hN : 0 < N` says that there is at least one grid point.

`twist_mean_and_variance` states the two formulas together. Its right-hand side is a series over all integers `j`, with the term at `j = 0` set to zero. Both signs of `j` count, so for a real $g$ each pair $\pm j$ contributes twice the same amount. `twist_variance_le` is the bound for every natural `p`, and `twist_variance_sharp` is the equality for a single harmonic of index `N`. In that last theorem the integrand changes with the grid; a fixed finite Fourier sum has no grid error once $N$ exceeds its largest $|m|$.

The model is one-dimensional and the integrand does not depend on the twist. This suits a filled band of non-interacting electrons whose energy is a finite Fourier sum, as in a chain with one orbital per cell, orbitals of different cells orthonormal, and hopping of finite range. With several orbitals per cell a band energy can have infinitely many harmonics, a case the theorems do not cover. In a partly filled dispersive band at zero temperature the energy integrand vanishes on the empty part of the zone but not everywhere, so it is not a finite Fourier sum either. An interacting system in general has finite-size errors that are not grid errors of a fixed function $g$.

## How the proof follows the derivation

`integral_wave` is the integral of one wave. It splits on `m = 0`, and in the other case `integral_exp_mul_complex` supplies the antiderivative, whose end values cancel.

`grid_wave` is the geometric sum. The step `hr` factors each term into the phase from the twist and a power of $q$, which appears as `wave m (1 / N)`. When `N` does not divide `m`, `Complex.exp_eq_one_iff` shows $q\ne1$, because $q=1$ would make `m` a multiple of `N`; `geom_sum_eq` then gives zero.

`grid_error` collects the surviving terms. The finite set `resonant c N hN` holds the `j` with $c_{jN}\neq0$, and `Finset.sum_preimage` carries out the relabelling $m=jN$. The final case distinction is needed because `0` belongs to this set only if $c_0\neq0$.

`integral_norm_sq` is Parseval's identity for finite sums. The step `hp` writes the squared modulus as a double sum, the integral is taken term by term, and `Finset.sum_eq_single j` keeps the diagonal.

In the main theorem, the mean follows by integrating the expression from `grid_error`. The variance follows from `integral_norm_sq`, after which `tsum_eq_sum` identifies the finite sum with the series over all `j`.

The `calc` block in `twist_variance_le` has the steps of the bound: the inequality $j^{2p}\ge1$, the return from `j` to `m`, and the enlargement to the full support. For the single harmonic, `tsum_eq_single 1` leaves only the term `j = 1`.

## Finite sets of twists in a calculation

A program replaces the integral over $s$ by a finite number $M$ of twists. With independent uniform random twists, the averaged result has mean square error $\frac1M\sum_{j\neq0}|c_{jN}|^2$. With equally spaced twists $s=u/M$, $u=0,\dots,M-1$, the sampled points are
$$\frac{r+u/M}{N}=\frac{rM+u}{NM},$$
which is the ordinary grid of $NM$ points. For a non-interacting filled band in one dimension, a run over such twists therefore gives the same energy per cell as one run with an $M$ times denser k-point grid, and only harmonics whose index is a nonzero multiple of $NM$ can contribute to its error.
